# The exchange potential in one dimension from Kohn–Sham and Hartree–Fock orbitals of equal density

Let finitely many real \(C^2\) functions \(\phi_i\) on the line solve the Kohn–Sham equations \(-\tfrac12\phi_i''+(v_0+v_x)\phi_i=\varepsilon_i\phi_i\), and let finitely many real \(C^2\) functions \(\chi_j\) solve \(-\tfrac12\chi_j''+v_0\chi_j+K\chi_j=e_j\chi_j\), where \(v_0\) is the common external plus Hartree potential and \(K\) is an exchange operator. If both sets have the same density \(n=\sum_i\phi_i^2=\sum_j\chi_j^2\), then at every point

\[
n\,v_x=\sum_j\chi_j K\chi_j+\sum_i\varepsilon_i\phi_i^2-\sum_j e_j\chi_j^2+\tau_\chi-\tau_\phi ,
\]

with \(\tau_\phi=\tfrac12\sum_i(\phi_i')^2\) and \(\tau_\chi=\tfrac12\sum_j(\chi_j')^2\).

For these one-dimensional models, the identity expresses the local potential that reproduces a Hartree–Fock density through orbital quantities. This \(v_x\) is defined by the equality of densities; in general it is not the functional derivative of the exchange energy that the optimized effective potential method seeks.

## The orbital equations

```lean
import Mathlib

open MeasureTheory

namespace ExchangePotentialFromOrbitals

noncomputable section

variable {ι κ : Type*} [Fintype ι] [Fintype κ]
```

The index types `ι` and `κ` label the Kohn–Sham and Hartree–Fock orbitals. They are finite and may differ in size. Each orbital has occupation one, as in a single spin channel.

```lean
/-- The density of a set of real orbitals, the sum of their squares. -/
def density (φ : ι → ℝ → ℝ) (x : ℝ) : ℝ := ∑ i, φ i x ^ 2

/-- The kinetic-energy density, half the sum of the squared orbital derivatives. -/
def kinDensity (φ : ι → ℝ → ℝ) (x : ℝ) : ℝ := 1 / 2 * ∑ i, deriv (φ i) x ^ 2

/-- The sum of the squared orbitals, each weighted by its orbital energy. -/
def energyDensity (ε : ι → ℝ) (φ : ι → ℝ → ℝ) (x : ℝ) : ℝ := ∑ i, ε i * φ i x ^ 2
```

The last definition is the energy-weighted density, written \(E_\phi=\sum_i\varepsilon_i\phi_i^2\) and \(E_\chi=\sum_j e_j\chi_j^2\) below.

```lean
/-- The orbitals are twice continuously differentiable and solve `-φ''/2 + U φ = ε φ`,
where `U` may be a local potential or a nonlocal operator. -/
def SolvesOrbitalEq (U : (ℝ → ℝ) → ℝ → ℝ) (ε : ι → ℝ) (φ : ι → ℝ → ℝ) : Prop :=
  ∀ i, ContDiff ℝ 2 (φ i) ∧
    ∀ x, -(1 / 2) * deriv (deriv (φ i)) x + U (φ i) x = ε i * φ i x
```

`SolvesOrbitalEq` requires smoothness and the differential equation at every point, in atomic units. It requires neither normalisation nor orthogonality, and the orbitals need not be the lowest ones. The map `U` takes a function to a function, so one predicate serves both theories.

```lean
/-- The Kohn-Sham potential: multiplication by `v0 + vx`. -/
def ksPotential (v0 vx : ℝ → ℝ) (f : ℝ → ℝ) (x : ℝ) : ℝ := (v0 x + vx x) * f x

/-- The Hartree-Fock potential: multiplication by `v0` plus an exchange operator `K`. -/
def hfPotential (v0 : ℝ → ℝ) (K : (ℝ → ℝ) → ℝ → ℝ) (f : ℝ → ℝ) (x : ℝ) : ℝ :=
  v0 x * f x + K f x
```

Here `v0` stands for the external plus Hartree potential, though any real function is allowed. `K` is an arbitrary map, with its attractive sign included; not even linearity is assumed. The Fock operator is one choice, with a general interaction \(w(x,y)\):

```lean
/-- The Fock exchange operator built from the orbitals `χ` and the interaction `w`. -/
def fockExchange (w : ℝ → ℝ → ℝ) (χ : κ → ℝ → ℝ) (f : ℝ → ℝ) (x : ℝ) : ℝ :=
  -∑ j, χ j x * ∫ y, w x y * χ j y * f y
```

By hand, the orbital equation is multiplied by its orbital and summed. If approximate orbitals leave a residual \(r_i=-\tfrac12\phi_i''+U\phi_i-\varepsilon_i\phi_i\), the sum \(\sum_i\phi_i r_i\) remains as an error term. This matters for finite-basis orbitals, which generally satisfy their equations only in projection.

## Two continuous derivatives

Smoothness lets the density be differentiated twice. From \(n'=2\sum_i\phi_i\phi_i'\) follows

\[
n''=2\sum_i(\phi_i')^2+2\sum_i\phi_i\phi_i''=4\tau_\phi+2\sum_i\phi_i\phi_i'' .
\]

At a cusp, such as the one a delta-function nucleus produces, \(\phi_i''\) does not exist and the pointwise equation has no meaning there.

```lean
/-- The second derivative of the density of C² orbitals is four times the kinetic-energy
density plus twice the sum of `φ φ''`. -/
theorem deriv2_density {φ : ι → ℝ → ℝ} (h : ∀ i, ContDiff ℝ 2 (φ i)) (x : ℝ) :
    deriv (deriv (density φ)) x =
      4 * kinDensity φ x + 2 * ∑ i, φ i x * deriv (deriv (φ i)) x := by
  have h1 : ∀ i y, HasDerivAt (φ i) (deriv (φ i) y) y := fun i y =>
    ((h i).differentiable (by norm_num) y).hasDerivAt
  have h2 : ∀ i y, HasDerivAt (deriv (φ i)) (deriv (deriv (φ i)) y) y := by
    intro i y
    have hs : ContDiff ℝ (1 + 1) (φ i) := by
      rw [one_add_one_eq_two]
      exact h i
    exact ((contDiff_succ_iff_deriv.1 hs).2.2.differentiable (by norm_num) y).hasDerivAt
  have e : density φ = fun y => ∑ i, φ i y * φ i y := by
    funext y
    simp only [density, sq]
  -- first derivative of the density
  have d1 : deriv (density φ) =
      fun y => ∑ i, (deriv (φ i) y * φ i y + φ i y * deriv (φ i) y) := by
    rw [e]
    funext y
    exact (HasDerivAt.fun_sum (u := Finset.univ)
      (fun i _ => (h1 i y).fun_mul (h1 i y))).deriv
  rw [d1, (HasDerivAt.fun_sum (u := Finset.univ) (fun i _ =>
    ((h2 i x).fun_mul (h1 i x)).fun_add ((h1 i x).fun_mul (h2 i x)))).deriv]
  simp only [kinDensity, Finset.mul_sum]
  rw [← Finset.sum_add_distrib]
  exact Finset.sum_congr rfl fun i _ => by ring
```

The proof extracts first and second derivatives from `ContDiff ℝ 2`, then applies the product rule under the finite sum twice.

Solving for \(-\tfrac12\sum_i\phi_i\phi_i''=\tau_\phi-\tfrac14n''\) and inserting this into the summed orbital equations gives the local energy balance

\[
\tau_\phi-\tfrac14 n''+\sum_i\phi_i\,U\phi_i=E_\phi .
\]

```lean
/-- Local energy balance: for solutions of the orbital equations, the kinetic-energy density
minus a quarter of `n''` plus the sum of `φ U φ` is the energy-weighted density. -/
theorem local_energy_balance {U : (ℝ → ℝ) → ℝ → ℝ} {ε : ι → ℝ} {φ : ι → ℝ → ℝ}
    (h : SolvesOrbitalEq U ε φ) (x : ℝ) :
    kinDensity φ x - deriv (deriv (density φ)) x / 4 + ∑ i, φ i x * U (φ i) x =
      energyDensity ε φ x := by
  have key : energyDensity ε φ x =
      ∑ i, (-(1 / 2) * (φ i x * deriv (deriv (φ i)) x) + φ i x * U (φ i) x) :=
    Finset.sum_congr rfl fun i _ => by linear_combination -(φ i x) * (h i).2 x
  rw [key, deriv2_density (fun i => (h i).1), Finset.sum_add_distrib, ← Finset.mul_sum]
  ring
```

In the proof, `key` is the multiplication by \(\phi_i\) and the summation; `deriv2_density` then replaces the second derivatives.

## A common \(v_0\)

Both equations contain the same \(v_0\). Physically, the external potential is shared, and equal densities give equal Hartree potentials. On the Hartree–Fock side,

\[
\sum_j\chi_j(v_0\chi_j+K\chi_j)=v_0n+\sum_j\chi_jK\chi_j .
\]

```lean
/-- The Hartree-Fock potential energy density splits into `v0 n` and the exchange part. -/
theorem hf_potential_density (v0 : ℝ → ℝ) (K : (ℝ → ℝ) → ℝ → ℝ) (χ : κ → ℝ → ℝ) (x : ℝ) :
    ∑ j, χ j x * hfPotential v0 K (χ j) x =
      v0 x * density χ x + ∑ j, χ j x * K (χ j) x := by
  simp only [density, hfPotential, Finset.mul_sum]
  rw [← Finset.sum_add_distrib]
  exact Finset.sum_congr rfl fun j _ => by ring
```

The term \(v_0n\) cancels against its Kohn–Sham partner. If the Hartree–Fock equation contained \(\tilde v_0\) in place of \(v_0\), the right side of the identity would gain \((\tilde v_0-v_0)n\).

## Equal densities

The two balances now read

\[
\tau_\phi-\tfrac14n''+(v_0+v_x)n=E_\phi,\qquad
\tau_\chi-\tfrac14n''+v_0n+\sum_j\chi_jK\chi_j=E_\chi .
\]

Subtracting the second from the first removes \(n''\) and \(v_0n\), and rearranging gives the identity.

```lean
/-- If Kohn-Sham orbitals `φ` and Hartree-Fock orbitals `χ` have the same density `n`, then
`n vx` is the sum of `χ K χ`, plus the difference of the energy-weighted densities
(Kohn-Sham minus Hartree-Fock), plus `τ_χ - τ_φ`. -/
theorem density_mul_exchange_potential {v0 vx : ℝ → ℝ} {K : (ℝ → ℝ) → ℝ → ℝ}
    {ε : ι → ℝ} {e : κ → ℝ} {φ : ι → ℝ → ℝ} {χ : κ → ℝ → ℝ}
    (hφ : SolvesOrbitalEq (ksPotential v0 vx) ε φ)
    (hχ : SolvesOrbitalEq (hfPotential v0 K) e χ)
    (hn : density φ = density χ) (x : ℝ) :
    density φ x * vx x = ∑ j, χ j x * K (χ j) x + energyDensity ε φ x
      - energyDensity e χ x + kinDensity χ x - kinDensity φ x := by
  have b1 := local_energy_balance hφ x
  have b2 := local_energy_balance hχ x
  have p1 : ∑ i, φ i x * ksPotential v0 vx (φ i) x = (v0 x + vx x) * density φ x := by
    simp only [density, ksPotential, Finset.mul_sum]
    exact Finset.sum_congr rfl fun i _ => by ring
  rw [p1] at b1
  rw [hf_potential_density, ← hn] at b2
  -- the terms in n'' and v0 cancel in the difference
  linear_combination b1 - b2
```

The hypothesis `hn` equates the densities as functions, hence also their second derivatives. The proof uses it to rewrite `b2` in terms of the Kohn–Sham density, and `b1 - b2` is the subtraction. With unequal densities \(n_\phi\) and \(n_\chi\), the left side would be \(n_\phi v_x\) and the right side would gain \(\tfrac14(n_\phi''-n_\chi'')-v_0(n_\phi-n_\chi)\).

## Integrable exchange products

For Fock exchange, the first term can be written with the density matrix \(\gamma(x,y)=\sum_j\chi_j(x)\chi_j(y)\). Expanding its square gives

\[
\sum_i\chi_i(x)(K\chi_i)(x)
=-\sum_{i,j}\chi_i(x)\chi_j(x)\int w(x,y)\chi_j(y)\chi_i(y)\,dy
=-\int w(x,y)\,\gamma(x,y)^2\,dy .
\]

The hypothesis `hw` says that each integral in the double sum converges at the chosen \(x\), which permits the exchange of sum and integral.

```lean
/-- For Fock exchange, if the interaction at `x` times each product of two orbitals is integrable,
the sum of `χ K χ` at `x` is minus the integral of the interaction times the squared one-particle
density matrix. -/
theorem fock_exchange_density {w : ℝ → ℝ → ℝ} {χ : κ → ℝ → ℝ} {x : ℝ}
    (hw : ∀ i j, Integrable (fun y => w x y * χ j y * χ i y)) :
    ∑ i, χ i x * fockExchange w χ (χ i) x =
      -∫ y, w x y * (∑ j, χ j x * χ j y) ^ 2 := by
  have hexp : (fun y => w x y * (∑ j, χ j x * χ j y) ^ 2) =
      fun y => ∑ i, ∑ j, (χ i x * χ j x) * (w x y * χ j y * χ i y) := by
    funext y
    rw [sq, Finset.sum_mul_sum, Finset.mul_sum]
    refine Finset.sum_congr rfl fun i _ => ?_
    rw [Finset.mul_sum]
    exact Finset.sum_congr rfl fun j _ => by ring
  rw [hexp, MeasureTheory.integral_finsetSum _ (fun i _ =>
    MeasureTheory.integrable_finsetSum _ (fun j _ => (hw i j).const_mul _)), ← Finset.sum_neg_distrib]
  refine Finset.sum_congr rfl fun i _ => ?_
  rw [MeasureTheory.integral_finsetSum _ (fun j _ => (hw i j).const_mul _)]
  simp only [integral_const_mul, fockExchange, mul_neg, Finset.mul_sum, mul_assoc]
```

The proof expands the square in `hexp`, then moves the integral through both sums, using `hw` each time. A bounded, softened Coulomb interaction with square-integrable orbitals satisfies the condition. The bare \(1/|x-y|\) fails it wherever \(n(x)>0\), because the singularity is not integrable in one dimension.

## Positive density at the point

Where \(n(x)>0\), division gives the potential itself:

\[
v_x(x)=\frac{-\int w(x,y)\gamma(x,y)^2dy+E_\phi(x)-E_\chi(x)+\tau_\chi(x)-\tau_\phi(x)}{n(x)} .
\]

The first term over \(n\) is the Slater potential of the Hartree–Fock orbitals.

```lean
/-- Let Kohn-Sham orbitals and Hartree-Fock orbitals with Fock exchange have equal densities. At a
point of positive density where the interaction times each product of two Hartree-Fock orbitals is
integrable, `vx` is the density-matrix exchange term plus the orbital-energy and kinetic-energy
corrections, all divided by the density. -/
theorem exchange_potential_fock {v0 vx : ℝ → ℝ} {w : ℝ → ℝ → ℝ}
    {ε : ι → ℝ} {e : κ → ℝ} {φ : ι → ℝ → ℝ} {χ : κ → ℝ → ℝ}
    (hφ : SolvesOrbitalEq (ksPotential v0 vx) ε φ)
    (hχ : SolvesOrbitalEq (hfPotential v0 (fockExchange w χ)) e χ)
    (hn : density φ = density χ) {x : ℝ} (hx : 0 < density φ x)
    (hw : ∀ i j, Integrable (fun y => w x y * χ j y * χ i y)) :
    vx x = (-(∫ y, w x y * (∑ j, χ j x * χ j y) ^ 2) + energyDensity ε φ x
      - energyDensity e χ x + kinDensity χ x - kinDensity φ x) / density φ x := by
  rw [eq_div_iff hx.ne', ← fock_exchange_density hw, mul_comm]
  exact density_mul_exchange_potential hφ hχ hn x
```

Positivity enters only at `eq_div_iff`. Where \(n(x)=0\), every orbital vanishes, and the undivided identity reduces to \(\tau_\phi(x)=\tau_\chi(x)\). It then says nothing about \(v_x(x)\).

## One orbital on each side

With a single \(\phi\) and a single \(\chi\), equal densities mean \(\phi^2=\chi^2\). Differentiation gives \(\phi\phi'=\chi\chi'\), and squaring gives \(\phi^2(\phi')^2=\chi^2(\chi')^2\). Where \(\chi\ne0\), this yields \((\phi')^2=(\chi')^2\), so the kinetic terms cancel. The identity becomes \(\chi^2v_x=\chi K\chi+(\varepsilon-e)\chi^2\), and hence

\[
v_x=\frac{K\chi}{\chi}+\varepsilon-e .
\]

```lean
/-- With one Kohn-Sham and one Hartree-Fock orbital of equal density, `vx = K χ / χ + ε - e`
wherever `χ` does not vanish. -/
theorem exchange_potential_one_orbital {v0 vx φ χ : ℝ → ℝ} {K : (ℝ → ℝ) → ℝ → ℝ} {ε e : ℝ}
    (hφ : SolvesOrbitalEq (ksPotential v0 vx) (fun _ : Unit => ε) (fun _ => φ))
    (hχ : SolvesOrbitalEq (hfPotential v0 K) (fun _ : Unit => e) (fun _ => χ))
    (hn : density (fun _ : Unit => φ) = density (fun _ : Unit => χ))
    {x : ℝ} (hx : χ x ≠ 0) :
    vx x = K χ x / χ x + ε - e := by
  have m := density_mul_exchange_potential hφ hχ hn x
  have s : ∀ y, φ y ^ 2 = χ y ^ 2 := by
    intro y
    have := congrFun hn y
    simpa only [density, Finset.univ_unique, Finset.sum_singleton] using this
  have dφ := (((hφ ()).1.differentiable (by norm_num)) x).hasDerivAt
  have dχ := (((hχ ()).1.differentiable (by norm_num)) x).hasDerivAt
  have ha := dφ.fun_mul dφ
  have hf : (fun y => φ y * φ y) = fun y => χ y * χ y := by
    funext y
    linear_combination s y
  rw [hf] at ha
  have hd := ha.unique (dχ.fun_mul dχ)
  -- equal densities force equal squared derivatives
  have t : deriv φ x ^ 2 = deriv χ x ^ 2 := by
    apply mul_left_cancel₀ (pow_ne_zero 2 hx)
    linear_combination -(deriv φ x ^ 2) * s x
      + (φ x * deriv φ x + χ x * deriv χ x) / 2 * hd
  simp only [density, kinDensity, energyDensity, Finset.univ_unique,
    Finset.sum_singleton] at m
  have r : χ x * vx x = K χ x + (ε - e) * χ x := by
    apply mul_left_cancel₀ hx
    linear_combination m + (ε - vx x) * s x - 1 / 2 * t
  have q : K χ x / χ x = vx x - ε + e := by
    rw [div_eq_iff hx]
    linear_combination -r
  linarith
```

In the proof, `s` is the equality of squares, `hd` its derivative and `t` the equality of squared derivatives. The condition `hx` is used for `t`, for `r` and for the final division. At a node of \(\chi\) the quotient is undefined on paper, and Lean sets it to zero.

## A nodeless orbital for the converse

Suppose that one \(C^2\) orbital \(\phi\) carries the density of the whole set \(\chi_j\), and that \(v_x\) obeys the identity for some number \(\varepsilon\). Since \(n=\phi^2\), the Hartree–Fock balance gives

\[
\sum_j\chi_jK\chi_j+\tau_\chi-E_\chi=\tfrac12(\phi')^2+\tfrac12\phi\phi''-v_0\phi^2 .
\]

Inserting this into the identity cancels \((\phi')^2\) and leaves

\[
\phi\left[-\tfrac12\phi''+(v_0+v_x)\phi-\varepsilon\phi\right]=0 .
\]

Because \(\phi\) has no zero, the bracket vanishes everywhere.

```lean
/-- Converse for one nodeless C² orbital `φ` carrying the density of the Hartree-Fock orbitals:
if `vx` obeys the exchange-potential identity, `φ` solves the Kohn-Sham equation. -/
theorem kohn_sham_of_identity {v0 vx φ : ℝ → ℝ} {K : (ℝ → ℝ) → ℝ → ℝ} {ε : ℝ}
    {e : κ → ℝ} {χ : κ → ℝ → ℝ} (hφ : ContDiff ℝ 2 φ) (h0 : ∀ x, φ x ≠ 0)
    (hχ : SolvesOrbitalEq (hfPotential v0 K) e χ)
    (hn : density (fun _ : Unit => φ) = density χ)
    (hv : ∀ x, density (fun _ : Unit => φ) x * vx x = ∑ j, χ j x * K (χ j) x
      + energyDensity (fun _ : Unit => ε) (fun _ => φ) x - energyDensity e χ x
      + kinDensity χ x - kinDensity (fun _ : Unit => φ) x) :
    SolvesOrbitalEq (ksPotential v0 vx) (fun _ : Unit => ε) (fun _ => φ) := by
  refine fun _ => ⟨hφ, fun x => ?_⟩
  have b := local_energy_balance hχ x
  have v := hv x
  rw [hf_potential_density, ← hn, deriv2_density (fun _ => hφ)] at b
  simp only [density, kinDensity, energyDensity, Finset.univ_unique,
    Finset.sum_singleton] at b v
  -- the orbital equation holds after multiplication by the nonzero φ
  apply mul_left_cancel₀ (h0 x)
  simp only [ksPotential]
  linear_combination b + v
```

The hypothesis `h0` is used at `mul_left_cancel₀`, and `b + v` combines the balance with the identity. At a node the Kohn–Sham equation would require \(\phi''=0\), which the product equation does not supply. With several Kohn–Sham orbitals, the identity would constrain only a sum of their equations. If the \(\chi_j\) are \(N\) normalised orbitals, \(\phi^2\) integrates to \(N\). For \(N>1\), \(\phi=\pm\sqrt n\) is therefore not a normalised Kohn–Sham orbital of occupation one.

## Equal densities with unequal kinetic-energy densities

Equality of densities does not by itself remove \(\tau_\chi-\tau_\phi\). Take \(v_0=0\) and a real number \(a\). The orbitals \(\cos x\) and \(\sin x\) solve the Kohn–Sham equation with \(v_x=a\) and energy \(\tfrac12+a\); the constant orbital \(1\) solves the other equation with \(Kf=af\) and energy \(a\). Both densities equal \(1\), while \(\tau_\phi=\tfrac12\) and \(\tau_\chi=0\). The identity reads \(a=a+(\tfrac12+a)-a+0-\tfrac12\).

```lean
/-- With `v0 = 0`, the orbitals `cos`, `sin` solve the Kohn-Sham equation for `vx = a`, and the
constant orbital `1` solves the Hartree-Fock equation for `K f = a f`. The two sets have equal
densities but kinetic-energy densities `1/2` and `0`. -/
theorem equal_density_witness (a : ℝ) :
    SolvesOrbitalEq (ksPotential (fun _ => 0) (fun _ => a)) (fun _ => 1 / 2 + a)
      ![Real.cos, Real.sin] ∧
    SolvesOrbitalEq (hfPotential (fun _ => 0) (fun f x => a * f x)) (fun _ : Unit => a)
      (fun _ _ => 1) ∧
    density ![Real.cos, Real.sin] = density (fun (_ : Unit) (_ : ℝ) => (1 : ℝ)) ∧
    ∀ x, kinDensity ![Real.cos, Real.sin] x = 1 / 2 ∧
      kinDensity (fun (_ : Unit) (_ : ℝ) => (1 : ℝ)) x = 0 := by
  have c2 : ∀ x, deriv (deriv Real.cos) x = -Real.cos x := by
    intro x
    rw [Real.deriv_cos']
    exact (Real.hasDerivAt_sin x).fun_neg.deriv
  have s2 : ∀ x, deriv (deriv Real.sin) x = -Real.sin x := by
    intro x
    rw [Real.deriv_sin, Real.deriv_cos]
  refine ⟨Fin.forall_fin_two.2 ⟨⟨Real.contDiff_cos, fun x => ?_⟩,
    ⟨Real.contDiff_sin, fun x => ?_⟩⟩, fun _ => ⟨contDiff_const, fun x => ?_⟩, ?_,
    fun x => ⟨?_, ?_⟩⟩
  · change -(1 / 2) * deriv (deriv Real.cos) x + (0 + a) * Real.cos x
      = (1 / 2 + a) * Real.cos x
    rw [c2]
    ring
  · change -(1 / 2) * deriv (deriv Real.sin) x + (0 + a) * Real.sin x
      = (1 / 2 + a) * Real.sin x
    rw [s2]
    ring
  · simp [hfPotential]
  · funext x
    simp [density, Fin.sum_univ_two]
  · simp [kinDensity, Fin.sum_univ_two]
  · simp [kinDensity]

end

end ExchangePotentialFromOrbitals
```

The proof differentiates the three functions and uses \(\cos^2x+\sin^2x=1\). None of these orbitals is normalisable on the line, the sets contain two and one members, and \(K\) is multiplication by a number in place of Fock exchange. The example therefore shows that the hypotheses of `density_mul_exchange_potential` are consistent; it does not describe a bound electronic system. The ratios \(\tau/n\), namely \(\tfrac12\) and \(0\), do not depend on the common scale of the orbitals.

```lean
#print axioms ExchangePotentialFromOrbitals.exchange_potential_fock
#print axioms ExchangePotentialFromOrbitals.exchange_potential_one_orbital
#print axioms ExchangePotentialFromOrbitals.kohn_sham_of_identity
```

```
'ExchangePotentialFromOrbitals.exchange_potential_fock' depends on axioms: [propext, Classical.choice, Quot.sound]
'ExchangePotentialFromOrbitals.exchange_potential_one_orbital' depends on axioms: [propext, Classical.choice, Quot.sound]
'ExchangePotentialFromOrbitals.kohn_sham_of_identity' depends on axioms: [propext, Classical.choice, Quot.sound]
```
